# Free-energy and Boltzmann-probability bounds for a uniform error in the potential

## Question

Take a system with finitely many states and let a potential be a function that gives each state a real energy. I replace the potential $U$ by an approximation $V$ that is wrong by at most $d$ at every state. At inverse temperature $\beta>0$, the free energy should then be wrong by at most $d$, and each ratio of Boltzmann probabilities $p_V(s)/p_U(s)$ should lie in $[e^{-2\beta d},e^{2\beta d}]$. How can this be stated and proved in Lean 4 with Mathlib?

## Answer

### Modelling choices

The formal statement has to fix what a potential is and how its error is measured. Here the states form a finite type `S`, potentials are functions `U V : S → ℝ`, and the error is bounded uniformly: `∀ s, |V s - U s| ≤ d`. Each element of `S` counts once, so a degenerate level appears as several states. The definitions are

$$w_U(s)=e^{-\beta U(s)},\quad Z_U=\sum_s w_U(s),\quad F_U=-\frac{\log Z_U}{\beta},\quad p_U(s)=\frac{w_U(s)}{Z_U},$$

and $\langle A\rangle_U=\sum_s p_U(s)A(s)$ for a real observable $A$. In Lean these are `weight`, `partition`, `freeEnergy`, `prob` and `average`. Boltzmann's constant is absorbed in $\beta$.

The main theorem, `freeEnergy_and_prob_ratio_bound`, assumes that `S` is nonempty, that $\beta>0$ and that the uniform error bound holds. It concludes that $|F_V-F_U|\le d$ and that, for every `s`, the probability ratio belongs to the closed interval `Set.Icc` with the two exponentials as endpoints.

### Derivation by hand

**Weights and partition function.** From $U(s)\le V(s)+d$ and $\beta>0$ we get $-\beta V(s)\le \beta d-\beta U(s)$. Exponentiating, and then summing over $s$, gives

$$w_V(s)\le e^{\beta d}w_U(s),\qquad Z_V\le e^{\beta d}Z_U.$$

**Free energy.** Taking logarithms, $\log Z_V\le\beta d+\log Z_U$, so

$$F_U-F_V=\frac{\log Z_V-\log Z_U}{\beta}\le d.$$

Exchanging $U$ and $V$ gives $F_V-F_U\le d$. For a constant shift, $Z_{U+d}=e^{-\beta d}Z_U$ and hence $F_{U+d}=F_U+d$, so the bound is attained.

**Probabilities.** The exchanged inequality $Z_U\le e^{\beta d}Z_V$ bounds the denominator:

$$p_V(s)=\frac{w_V(s)}{Z_V}\le\frac{e^{\beta d}w_U(s)}{e^{-\beta d}Z_U}=e^{2\beta d}p_U(s).$$

Exchanging the potentials gives $p_U(s)\le e^{2\beta d}p_V(s)$, which is the lower bound on the ratio.

**A sharper upper bound.** Fix $s$ and write $k=e^{2\beta d}$, $p=p_U(s)$, $a=w_U(s)$, $b=w_V(s)$. Let $R$ and $Q$ be the sums of the weights of all other states under $U$ and $V$. Then $b\le e^{\beta d}a$ and $R\le e^{\beta d}Q$, and multiplying gives $bR\le kaQ$. Adding $kab$ to both sides gives $b(ka+R)\le ka(b+Q)$, that is,

$$p_V(s)=\frac{b}{b+Q}\le\frac{ka}{ka+R}=\frac{kp}{kp+1-p}.$$

The last equality divides numerator and denominator by $a+R$. If $V$ lowers $s$ by $d$ and raises every other state by $d$, then $b=e^{\beta d}a$ and $R=e^{\beta d}Q$, and equality holds.

**Averages.** The ratio bounds give $(k^{-1}-1)p_U(s)\le p_V(s)-p_U(s)\le(k-1)p_U(s)$. Since $k+k^{-1}\ge2$, we have $1-k^{-1}\le k-1$, so $|p_V(s)-p_U(s)|\le(k-1)p_U(s)$. By the triangle inequality,

$$|\langle A\rangle_V-\langle A\rangle_U|\le\sum_s|p_V(s)-p_U(s)|\,|A(s)|\le(k-1)\langle|A|\rangle_U.$$

### The Lean file

```lean
import Mathlib

open Finset

namespace BoltzmannErrorPropagation

noncomputable section

variable {S : Type*} [Fintype S]

/-- The Boltzmann weight of state `s` in the potential `U` at inverse temperature `β`. -/
def weight (β : ℝ) (U : S → ℝ) (s : S) : ℝ := Real.exp (-β * U s)

/-- The canonical partition function, the sum of all Boltzmann weights. -/
def partition (β : ℝ) (U : S → ℝ) : ℝ := ∑ s, weight β U s

/-- The Helmholtz free energy `-(log Z) / β`. -/
def freeEnergy (β : ℝ) (U : S → ℝ) : ℝ := -(Real.log (partition β U)) / β

/-- The Boltzmann probability of state `s`. -/
def prob (β : ℝ) (U : S → ℝ) (s : S) : ℝ := weight β U s / partition β U

/-- The thermal average of an observable `A`. -/
def average (β : ℝ) (U A : S → ℝ) : ℝ := ∑ s, prob β U s * A s

/-- The potential `U` with state `s` lowered by `d` and every other state raised by `d`. -/
def tilted [DecidableEq S] (U : S → ℝ) (s : S) (d : ℝ) (t : S) : ℝ :=
  if t = s then U t - d else U t + d

omit [Fintype S] in
lemma weight_pos (β : ℝ) (U : S → ℝ) (s : S) : 0 < weight β U s := Real.exp_pos _

lemma partition_pos [Nonempty S] (β : ℝ) (U : S → ℝ) : 0 < partition β U :=
  Finset.sum_pos (fun s _ => weight_pos β U s) Finset.univ_nonempty

/-- The free energy reproduces the partition function: `exp (-β F) = Z`. -/
theorem exp_neg_mul_freeEnergy [Nonempty S] {β : ℝ} (hβ : β ≠ 0) (U : S → ℝ) :
    Real.exp (-β * freeEnergy β U) = partition β U := by
  have h : -β * freeEnergy β U = Real.log (partition β U) := by
    unfold freeEnergy
    field_simp
  rw [h, Real.exp_log (partition_pos β U)]

omit [Fintype S] in
/-- If a state is lowered by at most `d`, its Boltzmann weight grows by at most
the factor `exp (β d)`. -/
theorem weight_le {β d : ℝ} (hβ : 0 < β) {U V : S → ℝ} {s : S} (h : U s ≤ V s + d) :
    weight β V s ≤ Real.exp (β * d) * weight β U s := by
  unfold weight
  rw [← Real.exp_add]
  apply Real.exp_le_exp.mpr
  have := mul_le_mul_of_nonneg_left h hβ.le
  linarith

/-- If every state is lowered by at most `d`, the partition function grows by at most
the factor `exp (β d)`. -/
theorem partition_le {β d : ℝ} (hβ : 0 < β) {U V : S → ℝ} (h : ∀ s, U s ≤ V s + d) :
    partition β V ≤ Real.exp (β * d) * partition β U := by
  unfold partition
  rw [Finset.mul_sum]
  exact Finset.sum_le_sum fun s _ => weight_le hβ (h s)

lemma freeEnergy_sub_le [Nonempty S] {β d : ℝ} (hβ : 0 < β) {U V : S → ℝ}
    (h : ∀ s, U s ≤ V s + d) : freeEnergy β U - freeEnergy β V ≤ d := by
  have hlog := Real.log_le_log (partition_pos β V) (partition_le hβ h)
  rw [Real.log_mul (Real.exp_pos _).ne' (partition_pos β U).ne', Real.log_exp] at hlog
  have e : freeEnergy β U - freeEnergy β V
      = (Real.log (partition β V) - Real.log (partition β U)) / β := by
    unfold freeEnergy
    ring
  rw [e, div_le_iff₀ hβ]
  linarith

lemma prob_le [Nonempty S] {β d : ℝ} (hβ : 0 < β) {U V : S → ℝ}
    (h : ∀ s, |V s - U s| ≤ d) (s : S) :
    prob β V s ≤ Real.exp (2 * β * d) * prob β U s := by
  have h1 : weight β V s ≤ Real.exp (β * d) * weight β U s :=
    weight_le hβ (by linarith [(abs_le.mp (h s)).1])
  have h2 : partition β U ≤ Real.exp (β * d) * partition β V :=
    partition_le hβ fun t => by linarith [(abs_le.mp (h t)).2]
  have hw := weight_pos β U s
  unfold prob
  rw [← mul_div_assoc, div_le_div_iff₀ (partition_pos β V) (partition_pos β U)]
  -- one factor comes from the weight, the other from the normalisation
  calc weight β V s * partition β U
      ≤ (Real.exp (β * d) * weight β U s) * (Real.exp (β * d) * partition β V) :=
        mul_le_mul h1 h2 (partition_pos β U).le (by positivity)
    _ = Real.exp (2 * β * d) * weight β U s * partition β V := by
        rw [show 2 * β * d = β * d + β * d by ring, Real.exp_add]
        ring

/-- If two potentials differ by at most `d` at every state, their free energies differ by at
most `d` and each ratio of Boltzmann probabilities lies in `[exp (-2βd), exp (2βd)]`. -/
theorem freeEnergy_and_prob_ratio_bound [Nonempty S] {β d : ℝ} (hβ : 0 < β) {U V : S → ℝ}
    (h : ∀ s, |V s - U s| ≤ d) :
    |freeEnergy β V - freeEnergy β U| ≤ d ∧
    ∀ s, prob β V s / prob β U s ∈
      Set.Icc (Real.exp (-(2 * β * d))) (Real.exp (2 * β * d)) := by
  refine ⟨abs_le.mpr ⟨?_, ?_⟩, fun s => ?_⟩
  · have := freeEnergy_sub_le hβ (U := U) (V := V) (d := d)
      fun s => by linarith [(abs_le.mp (h s)).1]
    linarith
  · exact freeEnergy_sub_le hβ fun s => by linarith [(abs_le.mp (h s)).2]
  · have hp : 0 < prob β U s := div_pos (weight_pos β U s) (partition_pos β U)
    refine ⟨?_, (div_le_iff₀ hp).mpr (prob_le hβ h s)⟩
    -- the lower bound is the upper bound with the potentials exchanged
    have h' := prob_le hβ (U := V) (V := U) (fun t => by rw [abs_sub_comm]; exact h t) s
    rw [le_div_iff₀ hp, Real.exp_neg, inv_mul_le_iff₀ (Real.exp_pos _)]
    exact h'

/-- Raising every state by the same energy `d` raises the free energy by exactly `d`. -/
theorem freeEnergy_shift [Nonempty S] {β : ℝ} (hβ : β ≠ 0) (U : S → ℝ) (d : ℝ) :
    freeEnergy β (fun s => U s + d) = freeEnergy β U + d := by
  have hZ : partition β (fun s => U s + d) = Real.exp (-β * d) * partition β U := by
    unfold partition
    rw [Finset.mul_sum]
    refine Finset.sum_congr rfl fun s _ => ?_
    unfold weight
    rw [← Real.exp_add]
    congr 1
    ring
  unfold freeEnergy
  rw [hZ, Real.log_mul (Real.exp_pos _).ne' (partition_pos β U).ne', Real.log_exp]
  field_simp
  ring

/-- A thermal average changes by at most `exp (2βd) - 1` times the average magnitude of the
observable when the potential changes by at most `d` at every state. -/
theorem average_error [Nonempty S] {β d : ℝ} (hβ : 0 < β) {U V : S → ℝ}
    (h : ∀ s, |V s - U s| ≤ d) (A : S → ℝ) :
    |average β V A - average β U A|
      ≤ (Real.exp (2 * β * d) - 1) * average β U (fun s => |A s|) := by
  unfold average
  rw [← Finset.sum_sub_distrib, Finset.mul_sum]
  refine (Finset.abs_sum_le_sum_abs _ _).trans (Finset.sum_le_sum fun s _ => ?_)
  have hp : 0 < prob β U s := div_pos (weight_pos β U s) (partition_pos β U)
  have hlo := (le_div_iff₀ hp).mp ((freeEnergy_and_prob_ratio_bound hβ h).2 s).1
  have hup := prob_le hβ h s
  -- since exp x + exp (-x) ≥ 2, the bound on the upper deviation also covers the lower one
  have h2 : 0 ≤ Real.exp (2 * β * d) + Real.exp (-(2 * β * d)) - 2 := by
    linarith [Real.add_one_le_exp (2 * β * d), Real.add_one_le_exp (-(2 * β * d))]
  have h3 := mul_nonneg h2 hp.le
  have hdiff : |prob β V s - prob β U s| ≤ (Real.exp (2 * β * d) - 1) * prob β U s :=
    abs_le.mpr ⟨by linarith, by linarith⟩
  rw [← sub_mul, abs_mul, ← mul_assoc]
  exact mul_le_mul_of_nonneg_right hdiff (abs_nonneg _)

lemma prob_split [DecidableEq S] (β : ℝ) (U : S → ℝ) (s : S) :
    prob β U s = weight β U s / (weight β U s + ∑ t ∈ univ.erase s, weight β U t) := by
  rw [Finset.add_sum_erase _ _ (Finset.mem_univ s)]
  rfl

lemma reweight {a R : ℝ} (k : ℝ) (h : a + R ≠ 0) :
    k * (a / (a + R)) / (k * (a / (a + R)) + (1 - a / (a + R))) = k * a / (k * a + R) := by
  have e : 1 - a / (a + R) = R / (a + R) := by
    rw [eq_div_iff h, sub_mul, div_mul_cancel₀ _ h]
    ring
  rw [e, ← mul_div_assoc, ← add_div, div_div_div_cancel_right₀ h]

/-- Refined bound when the potential changes by at most `d` at every state: with `p` the
unperturbed probability of a state and `k = exp (2βd)`, its
perturbed probability is at most `k p / (k p + (1 - p))`. -/
theorem prob_le_refined {β d : ℝ} (hβ : 0 < β) {U V : S → ℝ}
    (h : ∀ s, |V s - U s| ≤ d) (s : S) :
    prob β V s ≤ Real.exp (2 * β * d) * prob β U s /
      (Real.exp (2 * β * d) * prob β U s + (1 - prob β U s)) := by
  classical
  have ha := weight_pos β U s
  have hb := weight_pos β V s
  have hR : 0 ≤ ∑ t ∈ univ.erase s, weight β U t :=
    Finset.sum_nonneg fun t _ => (weight_pos β U t).le
  have hQ : 0 ≤ ∑ t ∈ univ.erase s, weight β V t :=
    Finset.sum_nonneg fun t _ => (weight_pos β V t).le
  have h1 : weight β V s ≤ Real.exp (β * d) * weight β U s :=
    weight_le hβ (by linarith [(abs_le.mp (h s)).1])
  have h2 : ∑ t ∈ univ.erase s, weight β U t
      ≤ Real.exp (β * d) * ∑ t ∈ univ.erase s, weight β V t := by
    rw [Finset.mul_sum]
    exact Finset.sum_le_sum fun t _ => weight_le hβ (by linarith [(abs_le.mp (h t)).2])
  have h3 := mul_le_mul h1 h2 hR (by positivity)
  rw [prob_split β U s, prob_split β V s, reweight _ (by positivity),
    div_le_div_iff₀ (by positivity) (by positivity),
    show 2 * β * d = β * d + β * d by ring, Real.exp_add]
  linarith

/-- The refined bound is attained by the potential that lowers the chosen state by `d` and
raises all others by `d`. -/
theorem prob_tilted [DecidableEq S] (β : ℝ) {d : ℝ} (hd : 0 ≤ d) (U : S → ℝ) (s : S) :
    (∀ t, |tilted U s d t - U t| = d) ∧
    prob β (tilted U s d) s = Real.exp (2 * β * d) * prob β U s /
      (Real.exp (2 * β * d) * prob β U s + (1 - prob β U s)) := by
  have hs : tilted U s d s = U s - d := by simp [tilted]
  have ht : ∀ t, t ≠ s → tilted U s d t = U t + d := fun t h => by simp [tilted, h]
  constructor
  · intro t
    by_cases h : t = s
    · rw [h, hs, show U s - d - U s = -d by ring, abs_neg, abs_of_nonneg hd]
    · rw [ht t h, show U t + d - U t = d by ring, abs_of_nonneg hd]
  · have ha := weight_pos β U s
    have hQ : 0 ≤ ∑ t ∈ univ.erase s, weight β (tilted U s d) t :=
      Finset.sum_nonneg fun t _ => (weight_pos β _ t).le
    have h1 : weight β (tilted U s d) s = Real.exp (β * d) * weight β U s := by
      unfold weight
      rw [hs, ← Real.exp_add]
      congr 1
      ring
    have h2 : ∑ t ∈ univ.erase s, weight β U t
        = Real.exp (β * d) * ∑ t ∈ univ.erase s, weight β (tilted U s d) t := by
      rw [Finset.mul_sum]
      refine Finset.sum_congr rfl fun t hmem => ?_
      unfold weight
      rw [ht t (Finset.ne_of_mem_erase hmem), ← Real.exp_add]
      congr 1
      ring
    rw [prob_split β U s, prob_split β (tilted U s d) s, h1, h2,
      reweight _ (by positivity), div_eq_div_iff (by positivity) (by positivity),
      show 2 * β * d = β * d + β * d by ring, Real.exp_add]
    ring

end

end BoltzmannErrorPropagation
```

```lean
#print axioms BoltzmannErrorPropagation.freeEnergy_and_prob_ratio_bound
#print axioms BoltzmannErrorPropagation.average_error
#print axioms BoltzmannErrorPropagation.prob_le_refined
#print axioms BoltzmannErrorPropagation.prob_tilted
```

```
'BoltzmannErrorPropagation.freeEnergy_and_prob_ratio_bound' depends on axioms: [propext, Classical.choice, Quot.sound]
'BoltzmannErrorPropagation.average_error' depends on axioms: [propext, Classical.choice, Quot.sound]
'BoltzmannErrorPropagation.prob_le_refined' depends on axioms: [propext, Classical.choice, Quot.sound]
'BoltzmannErrorPropagation.prob_tilted' depends on axioms: [propext, Classical.choice, Quot.sound]
```

### Remarks

**How the proof follows the derivation.** `weight_le` and `partition_le` are the first step. Besides $\beta>0$, they assume only the one-sided inequality `U s ≤ V s + d`, so each can be used in both directions by exchanging the potentials. `freeEnergy_sub_le` takes logarithms, with `partition_pos` supplying the positivity this needs. `prob_le` clears the denominators with `div_le_div_iff₀` and multiplies the two factors $e^{\beta d}$ in its `calc` block. The main theorem uses `abs_le` to split the free-energy claim into two inequalities, and obtains the lower ratio bound from `prob_le` with `U` and `V` exchanged.

`exp_neg_mul_freeEnergy` checks that $e^{-\beta F_U}=Z_U$ for $\beta\neq0$, and `freeEnergy_shift` is the constant-shift identity. In `average_error`, the inequality $k+k^{-1}\ge2$ comes from applying $x+1\le e^x$ at $\pm2\beta d$.

For the sharper bound, `prob_split` separates the weight of `s` from the rest, and `reweight` is the division by $a+R$. `prob_le_refined` combines them, and `prob_tilted` proves equality for the potential `tilted U s d` when $d\ge0$.

**A reusable technique.** `linarith` can close a nonlinear goal once the one necessary product is available. In `prob_le_refined`, `mul_le_mul` supplies $bR\le kaQ$ as `h3`. After the denominators are cleared, the goal differs from `h3` only by a term common to both sides. `linarith` treats each monomial as an atom, so it finishes without a search for products.

**Scope.** The result applies when a reference energy function is replaced by a cheaper surrogate on a finite set of configurations, provided a uniform error bound is already known. That bound is a hypothesis; the root-mean-square error of a fit cannot in general be used as $d$, because the error at a single state can exceed it. Continuous configuration spaces and the statistical error of sampling are not treated.
